# Under uniform softening, a strain-coupled softest mode drives the relaxed stiffness negative along some strain, at fixed clamped-ion stiffness and coupling, while the force constants are still positive definite

A crystal with several atoms per cell can answer a homogeneous strain $e$ by shifting its sublattices by an internal displacement $u$. To second order about a reference free of forces and stress, the energy change is
$$E = \tfrac12 e^T C e + u^T L e + \tfrac12 u^T K u,$$
with $C$ the clamped-ion stiffness, $K$ the zone-centre force constants and $L$ the internal-strain coupling. For positive definite $K$ the minimum over $u$ at fixed $e$ lies at $u = -K^{-1}Le$ and equals $\tfrac12 e^T(C - L^TK^{-1}L)e$. When the optical modes soften, one may ask whether this relaxed stiffness loses stability before $K$ does. The question arises for relaxed-ion elastic constants assembled from electronic-structure second derivatives: in the harmonic, one-parameter model below, positive optical eigenvalues do not imply elastic stability.

## Model and conventions

The finite types `n` and `m` index displacement and strain components; volume and Voigt factors are absorbed in the real matrices. `*ᵥ` is the matrix–vector product and `⬝ᵥ` the dot product.

In Lean 4 with Mathlib:

```lean
import Mathlib

open Matrix

namespace ElasticBeforeOptical

noncomputable section

variable {n m : Type*} [Fintype n] [DecidableEq n] [Fintype m]
```

The real number $t$ stands for an external control, idealised as lowering all eigenvalues of $K$ equally at fixed $C$ and $L$. Write $A_t = K - tI$.

```lean
/-- Force-constant matrix softened uniformly by `t`: `K - t I`. -/
def shifted (K : Matrix n n ℝ) (t : ℝ) : Matrix n n ℝ := K - t • (1 : Matrix n n ℝ)
```

The relaxed stiffness is introduced as a definition, and $S(t) = C - L^TA_t^{-1}L$ is `relaxedStiffness C L (shifted K t)`.

```lean
/-- Relaxed-ion stiffness `C - Lᵀ K⁻¹ L` for clamped-ion stiffness `C`, internal-strain
coupling `L` and force constants `K`. -/
def relaxedStiffness (C : Matrix m m ℝ) (L : Matrix n m ℝ) (K : Matrix n n ℝ) :
    Matrix m m ℝ := C - Lᵀ * K⁻¹ * L
```

The softest mode $v$ has eigenvalue $a$, a squared frequency in mass-weighted coordinates. It is not normalised; the unit vector is $\hat v = v/\sqrt{v\cdot v}$. Rigid translations are taken as already removed from $K$. Finite wavevectors and anharmonicity are not described.

```lean
/-- `v` is an eigenvector of `K` with eigenvalue `a`, and no eigenvalue of `K` is below `a`. -/
structure IsSoftestMode (K : Matrix n n ℝ) (a : ℝ) (v : n → ℝ) : Prop where
  ne_zero : v ≠ 0
  eigen : K *ᵥ v = a • v
  minimal : ∀ (b : ℝ) (w : n → ℝ), w ≠ 0 → K *ᵥ w = b • w → a ≤ b
```

## (a) Action of the softened matrix

Show that $A_t w = Kw - tw$ for every displacement $w$. By linearity $(K - tI)w = Kw - tIw$, and $Iw = w$.

```lean
/-- The softened force constants act on a displacement as `K w - t w`. -/
theorem shifted_mulVec (K : Matrix n n ℝ) (t : ℝ) (w : n → ℝ) :
    shifted K t *ᵥ w = K *ᵥ w - t • w := by
  rw [shifted, sub_mulVec, smul_mulVec, one_mulVec]
```

## (b) Range of optical stability

For symmetric $K$, show that $A_t$ is positive definite exactly when $t < a$.

If it is, then $0 < v^TA_tv = (a-t)\,v\cdot v$, and $v\cdot v \ge 0$ forces $t < a$. Conversely, let $t<a$ and $A_tw = \mu w$ with $w \neq 0$. Then $Kw = (\mu+t)w$, so $\mu + t \ge a > t$ and $\mu > 0$. A symmetric matrix with positive eigenvalues is positive definite.

That last step is the Mathlib device behind the general bounds on $A_t^{-1}$ in (e) and (f), and through them behind (g) and (h); the examples (i) and (j) compute their inverses explicitly. The lemma `posDef_iff_eigenvalues_pos` needs a Hermitian matrix, which over the reals means symmetric (`hH`), and reduces positive definiteness to one inequality per index `i`. The spectral theorem supplies `hH.eigenvectorBasis i`, a member of an orthonormal basis of Euclidean space. Here `.ofLp` reads it as a plain function `n → ℝ`, orthonormality makes it nonzero (`hne`), and `hv.minimal` then applies to it.

```lean
/-- For symmetric `K` with smallest eigenvalue `a`, `K - t I` is positive definite exactly
when `t < a`. -/
theorem posDef_shifted_iff {K : Matrix n n ℝ} (hK : K.IsSymm) {a : ℝ} {v : n → ℝ}
    (hv : IsSoftestMode K a v) (t : ℝ) : (shifted K t).PosDef ↔ t < a := by
  constructor
  · intro h
    have hN : 0 ≤ v ⬝ᵥ v := Finset.sum_nonneg fun i _ => mul_self_nonneg _
    have h1 := h.dotProduct_mulVec_pos hv.ne_zero
    rw [star_trivial, shifted_mulVec, hv.eigen, ← sub_smul, dotProduct_smul, smul_eq_mul] at h1
    by_contra hc
    have h2 : a - t ≤ 0 := by linarith [not_lt.mp hc]
    nlinarith [mul_nonneg (neg_nonneg.mpr h2) hN]
  · intro ht
    have hH : (shifted K t).IsHermitian := by
      unfold Matrix.IsHermitian
      rw [conjTranspose_eq_transpose_of_trivial]
      simp [shifted, transpose_sub, transpose_smul, hK.eq]
    rw [hH.posDef_iff_eigenvalues_pos]
    intro i
    -- an eigenvalue μ of K - t I gives the eigenvalue μ + t ≥ a of K
    have h1 := hH.mulVec_eigenvectorBasis i
    have hne : (hH.eigenvectorBasis i).ofLp ≠ 0 := by
      intro h
      apply hH.eigenvectorBasis.orthonormal.ne_zero i
      ext j
      simpa using congrFun h j
    rw [shifted_mulVec, sub_eq_iff_eq_add, ← add_smul] at h1
    have h2 := hv.minimal _ _ hne h1
    linarith
```

## (c) Trial displacements bound the relaxation energy

For positive definite $A$ and any vectors $x, y$, show $2y\cdot x - y^TAy \le x^TA^{-1}x$.

Put $z = A^{-1}x$, so $Az = x$ (`hz`) and, by symmetry, $z^TAy = y\cdot x$ (`h1`). Then
$$0 \le (y-z)^TA(y-z) = y^TAy - 2\,y\cdot x + z\cdot x,$$
which is `h2`, and $z\cdot x = x^TA^{-1}x$.

```lean
/-- For positive definite `A`, every trial displacement `y` gives the lower bound
`2 y·x - yᵀ A y ≤ xᵀ A⁻¹ x`. -/
theorem variational_bound {A : Matrix n n ℝ} (hA : A.PosDef) (x y : n → ℝ) :
    2 * (y ⬝ᵥ x) - y ⬝ᵥ A *ᵥ y ≤ x ⬝ᵥ A⁻¹ *ᵥ x := by
  have hdet : IsUnit A.det := (isUnit_iff_isUnit_det A).mp hA.isUnit
  have hs : Aᵀ = A := by
    have := hA.isHermitian.eq
    rwa [conjTranspose_eq_transpose_of_trivial] at this
  obtain ⟨z, hzdef⟩ : ∃ z, z = A⁻¹ *ᵥ x := ⟨_, rfl⟩
  have hz : A *ᵥ z = x := by
    rw [hzdef, mulVec_mulVec, mul_nonsing_inv _ hdet, one_mulVec]
  have h1 : z ⬝ᵥ A *ᵥ y = y ⬝ᵥ x := by
    rw [dotProduct_mulVec, ← mulVec_transpose, hs, hz]
    exact dotProduct_comm _ _
  -- expand (y - z)ᵀ A (y - z) ≥ 0
  have h2 := hA.posSemidef.dotProduct_mulVec_nonneg (y - z)
  simp only [star_trivial, mulVec_sub, sub_dotProduct, dotProduct_sub, hz, h1] at h2
  rw [← hzdef, dotProduct_comm x z]
  linarith
```

## (d) The relaxed quadratic form

Show $e^T(C - L^TK^{-1}L)e = e^TCe - (Le)^TK^{-1}(Le)$. This follows from distributing the product and using $e^TL^T = (Le)^T$; nothing is assumed of $K$.

```lean
/-- The quadratic form of the relaxed stiffness is `eᵀ C e - (L e)ᵀ K⁻¹ (L e)`. -/
theorem relaxed_form (C : Matrix m m ℝ) (L : Matrix n m ℝ) (K : Matrix n n ℝ) (e : m → ℝ) :
    e ⬝ᵥ relaxedStiffness C L K *ᵥ e = e ⬝ᵥ C *ᵥ e - (L *ᵥ e) ⬝ᵥ K⁻¹ *ᵥ (L *ᵥ e) := by
  rw [relaxedStiffness, sub_mulVec, dotProduct_sub, ← mulVec_mulVec, ← mulVec_mulVec,
    dotProduct_mulVec e Lᵀ, vecMul_transpose]
```

## (e) Contribution of the softest mode

For symmetric $K$, $t<a$ and any strain $e$, show
$$e^TS(t)e \le e^TCe - \frac{(v\cdot Le)^2}{(a-t)\,v\cdot v} = e^TCe - \frac{(\hat v\cdot Le)^2}{a-t}.$$

Set $q = v\cdot Le$ and $D = (a-t)\,v\cdot v$, which is nonzero. Part (c) with $A = A_t$, $x = Le$ and $y = \lambda v$ gives $2\lambda q - \lambda^2 D \le (Le)^TA_t^{-1}(Le)$ for every real $\lambda$; this is `hs`, where the amplitude is called `s`. The choice $\lambda = q/D$ turns the left side into $q^2/D$ (`key`), and (d) finishes.

```lean
/-- For symmetric `K` and `t < a` the relaxed stiffness along a strain `e` is at most `eᵀ C e - (v·L
e)² / ((a - t) v·v)`, with `v` the softest mode. -/
theorem relaxed_le_soft_mode (C : Matrix m m ℝ) (L : Matrix n m ℝ) {K : Matrix n n ℝ}
    (hK : K.IsSymm) {a : ℝ} {v : n → ℝ} (hv : IsSoftestMode K a v) {t : ℝ} (ht : t < a)
    (e : m → ℝ) :
    e ⬝ᵥ relaxedStiffness C L (shifted K t) *ᵥ e
      ≤ e ⬝ᵥ C *ᵥ e - (v ⬝ᵥ L *ᵥ e) ^ 2 / ((a - t) * (v ⬝ᵥ v)) := by
  have hN : v ⬝ᵥ v ≠ 0 := fun h => hv.ne_zero (dotProduct_self_eq_zero.mp h)
  have hAv : shifted K t *ᵥ v = (a - t) • v := by rw [shifted_mulVec, hv.eigen, sub_smul]
  -- trial displacements s v along the soft mode
  have hs : ∀ s : ℝ, 2 * s * (v ⬝ᵥ L *ᵥ e) - s ^ 2 * ((a - t) * (v ⬝ᵥ v))
      ≤ (L *ᵥ e) ⬝ᵥ (shifted K t)⁻¹ *ᵥ (L *ᵥ e) := by
    intro s
    have h := variational_bound ((posDef_shifted_iff hK hv t).mpr ht) (L *ᵥ e) (s • v)
    rw [mulVec_smul, hAv] at h
    simp only [smul_dotProduct, dotProduct_smul, smul_eq_mul] at h
    linarith
  have key : ∀ q D : ℝ, D ≠ 0 → 2 * (q / D) * q - (q / D) ^ 2 * D = q ^ 2 / D := by
    intro q D hD
    field_simp
    ring
  have h := hs ((v ⬝ᵥ L *ᵥ e) / ((a - t) * (v ⬝ᵥ v)))
  rw [key _ _ (mul_ne_zero (sub_pos.mpr ht).ne' hN)] at h
  rw [relaxed_form]
  linarith
```

## (f) Below $a$, uniform softening does not raise the relaxed stiffness

For symmetric $K$ and $s \le t < a$, show $e^TS(t)e \le e^TS(s)e$.

Let $x = Le$ and $y = A_s^{-1}x$. Then $A_ty = x - (t-s)y$ (`hty`, `hy`), and (c) for $A_t$ reads
$$y\cdot x + (t-s)\,y\cdot y \le x^TA_t^{-1}x .$$
Since $y\cdot x = x^TA_s^{-1}x$ and the second term is nonnegative, the subtracted part in (d) is at least as large at $t$ as at $s$.

```lean
/-- For symmetric `K` with smallest eigenvalue `a`, below `a` the relaxed stiffness along any strain
does not increase with the softening `t`. -/
theorem relaxed_antitone (C : Matrix m m ℝ) (L : Matrix n m ℝ) {K : Matrix n n ℝ}
    (hK : K.IsSymm) {a : ℝ} {v : n → ℝ} (hv : IsSoftestMode K a v) {s t : ℝ} (hst : s ≤ t)
    (ht : t < a) (e : m → ℝ) :
    e ⬝ᵥ relaxedStiffness C L (shifted K t) *ᵥ e
      ≤ e ⬝ᵥ relaxedStiffness C L (shifted K s) *ᵥ e := by
  have hPs := (posDef_shifted_iff hK hv s).mpr (lt_of_le_of_lt hst ht)
  have hdet : IsUnit (shifted K s).det := (isUnit_iff_isUnit_det _).mp hPs.isUnit
  obtain ⟨y, hydef⟩ : ∃ y, y = (shifted K s)⁻¹ *ᵥ (L *ᵥ e) := ⟨_, rfl⟩
  have hy : shifted K s *ᵥ y = L *ᵥ e := by
    rw [hydef, mulVec_mulVec, mul_nonsing_inv _ hdet, one_mulVec]
  have hty : shifted K t *ᵥ y = shifted K s *ᵥ y - (t - s) • y := by
    rw [shifted_mulVec, shifted_mulVec]
    module
  -- the displacement relaxed at s is a trial displacement at t
  have h := variational_bound ((posDef_shifted_iff hK hv t).mpr ht) (L *ᵥ e) y
  rw [hty, hy, dotProduct_sub, dotProduct_smul, smul_eq_mul] at h
  have hN : 0 ≤ y ⬝ᵥ y := Finset.sum_nonneg fun i _ => mul_self_nonneg _
  rw [relaxed_form, relaxed_form, ← hydef, dotProduct_comm (L *ᵥ e) y]
  linarith [mul_nonneg (sub_nonneg.mpr hst) hN]
```

## (g) A negative strain direction just below $a$

Let $K$ be symmetric, $C$ arbitrary and $L^Tv \ne 0$. Show that there is $t_0<a$ such that for all $t_0<t<a$ the matrix $A_t$ is positive definite and $e = L^Tv$ has $e^TS(t)e<0$. The assumed condition `hL` says that displacing the atoms along the softest mode produces a stress at linear order.

Here $v\cdot Le = e\cdot e > 0$ (`hq`, `hq0`). With $c = e^TCe$ take
$$t_0 = a - \frac{(e\cdot e)^2}{(v\cdot v)(|c|+1)} .$$
For $t_0<t<a$ this rearranges to $|c|+1 < (e\cdot e)^2/((a-t)\,v\cdot v)$ (`h3`, `h4`), so (e) gives $e^TS(t)e < c - |c| - 1 < 0$. For the unit strain $\hat e = e/\sqrt{e\cdot e}$ the bound is $\hat e^TS(t)\hat e \le \hat e^TC\hat e - |L^T\hat v|^2/(a-t)$. Positive definite $C$ and $K$ are a special case. The interval is open at $a$, where $A_a$ is singular and Mathlib's inverse is the zero matrix.

```lean
/-- If `K` is symmetric and its softest mode couples to strain, `Lᵀ v ≠ 0`, then on a whole interval
`(t₀, a)` the matrix `K - t I` is positive definite while the relaxed stiffness is negative along
`Lᵀ v`. -/
theorem instability_before_softening (C : Matrix m m ℝ) (L : Matrix n m ℝ)
    {K : Matrix n n ℝ} (hK : K.IsSymm) {a : ℝ} {v : n → ℝ} (hv : IsSoftestMode K a v)
    (hL : Lᵀ *ᵥ v ≠ 0) :
    ∃ t₀ < a, ∀ t, t₀ < t → t < a → (shifted K t).PosDef ∧
      (Lᵀ *ᵥ v) ⬝ᵥ relaxedStiffness C L (shifted K t) *ᵥ (Lᵀ *ᵥ v) < 0 := by
  obtain ⟨e, he⟩ : ∃ e, e = Lᵀ *ᵥ v := ⟨_, rfl⟩
  rw [← he] at hL ⊢
  have hq : v ⬝ᵥ L *ᵥ e = e ⬝ᵥ e := by rw [dotProduct_mulVec, ← mulVec_transpose, ← he]
  have hq0 : e ⬝ᵥ e ≠ 0 := fun h => hL (dotProduct_self_eq_zero.mp h)
  have hN0 : 0 ≤ v ⬝ᵥ v := Finset.sum_nonneg fun i _ => mul_self_nonneg _
  have hN : 0 < v ⬝ᵥ v :=
    lt_of_le_of_ne hN0 fun h => hv.ne_zero (dotProduct_self_eq_zero.mp h.symm)
  have hD : 0 < (v ⬝ᵥ v) * (|e ⬝ᵥ C *ᵥ e| + 1) := by positivity
  have hq2 : 0 < (e ⬝ᵥ e) ^ 2 := by positivity
  refine ⟨a - (e ⬝ᵥ e) ^ 2 / ((v ⬝ᵥ v) * (|e ⬝ᵥ C *ᵥ e| + 1)),
    by linarith [div_pos hq2 hD], fun t h1 h2 => ⟨(posDef_shifted_iff hK hv t).mpr h2, ?_⟩⟩
  have h3 : a - t < (e ⬝ᵥ e) ^ 2 / ((v ⬝ᵥ v) * (|e ⬝ᵥ C *ᵥ e| + 1)) := by linarith
  rw [lt_div_iff₀ hD] at h3
  -- the soft-mode term now exceeds the clamped-ion term
  have h4 : |e ⬝ᵥ C *ᵥ e| + 1 < (e ⬝ᵥ e) ^ 2 / ((a - t) * (v ⬝ᵥ v)) := by
    rw [lt_div_iff₀ (mul_pos (sub_pos.mpr h2) hN)]
    linarith
  have h5 := relaxed_le_soft_mode C L hK hv h2 e
  rw [hq] at h5
  linarith [le_abs_self (e ⬝ᵥ C *ᵥ e)]
```

## (h) The threshold

Add that $K$ is positive definite and that the unsoftened crystal has $e^TS(0)e \ge 0$ for all $e$ (`h0`). Show that there is $t_c$ with $0 \le t_c<a$ such that $e^TS(t)e \ge 0$ for all $e$ when $t<t_c$, some $e$ has $e^TS(t)e<0$ when $t_c<t<a$, and $A_t$ is positive definite on both ranges.

Part (b) at $t = 0$ gives $a>0$. Let $U$ be the set of $t<a$ with a negative direction. It contains $(t_0+a)/2$ by (g) (`hmem`). A negative $t \in U$ with strain $e$ would give $e^TS(0)e \le e^TS(t)e<0$ by (f), so $0$ is a lower bound (`hlow`). Take $t_c = \inf U$, written `sInf U`; then $0 \le t_c \le (t_0+a)/2<a$. No $t<t_c$ lies in $U$ (`csInf_le`). For $t_c<t<a$ some element of $U$ lies below $t$ (`exists_lt_of_csInf_lt`), and (f) carries its negative direction up to $t$. The theorem is silent at $t = t_c$, allows $t_c = 0$, and does not identify the unstable strain near $t_c$ with $L^Tv$.

```lean
/-- If `K` is positive definite, the relaxed stiffness at `t = 0` is nonnegative and `Lᵀ v ≠ 0`,
there is `0 ≤ tc < a` with nonnegative relaxed stiffness for `t < tc` and a negative direction
for `tc < t < a`, while `K - t I` is positive definite on both ranges. -/
theorem critical_softening (C : Matrix m m ℝ) (L : Matrix n m ℝ) {K : Matrix n n ℝ}
    (hK : K.PosDef) {a : ℝ} {v : n → ℝ} (hv : IsSoftestMode K a v) (hL : Lᵀ *ᵥ v ≠ 0)
    (h0 : ∀ e, 0 ≤ e ⬝ᵥ relaxedStiffness C L K *ᵥ e) :
    ∃ tc, 0 ≤ tc ∧ tc < a ∧
      (∀ t, t < tc → (shifted K t).PosDef ∧
        ∀ e, 0 ≤ e ⬝ᵥ relaxedStiffness C L (shifted K t) *ᵥ e) ∧
      (∀ t, tc < t → t < a → (shifted K t).PosDef ∧
        ∃ e, e ⬝ᵥ relaxedStiffness C L (shifted K t) *ᵥ e < 0) := by
  have hs : K.IsSymm := by
    have := hK.isHermitian.eq
    rwa [conjTranspose_eq_transpose_of_trivial] at this
  have hz : shifted K 0 = K := by simp [shifted]
  have ha : 0 < a := (posDef_shifted_iff hs hv 0).mp (by rwa [hz])
  obtain ⟨t₀, ht₀, hun⟩ := instability_before_softening C L hs hv hL
  -- tc is the infimum of the unstable softenings
  let U : Set ℝ := {t | t < a ∧ ∃ e, e ⬝ᵥ relaxedStiffness C L (shifted K t) *ᵥ e < 0}
  have hmem : (t₀ + a) / 2 ∈ U :=
    ⟨by linarith, _, (hun _ (by linarith) (by linarith)).2⟩
  have hlow : ∀ t ∈ U, 0 ≤ t := by
    rintro t ⟨_, e, he⟩
    by_contra hc
    have h := relaxed_antitone C L hs hv (not_le.mp hc).le ha e
    rw [hz] at h
    linarith [h0 e]
  have hb : BddBelow U := ⟨0, hlow⟩
  have hlt : sInf U < a := lt_of_le_of_lt (csInf_le hb hmem) (by linarith)
  refine ⟨sInf U, le_csInf ⟨_, hmem⟩ hlow, hlt, fun t ht => ?_, fun t h1 h2 => ?_⟩
  · refine ⟨(posDef_shifted_iff hs hv t).mpr (ht.trans hlt), fun e => ?_⟩
    by_contra hc
    have h := csInf_le hb (show t ∈ U from ⟨ht.trans hlt, e, not_le.mp hc⟩)
    linarith
  · obtain ⟨u, ⟨_, e, he⟩, hu⟩ := exists_lt_of_csInf_lt ⟨_, hmem⟩ h1
    exact ⟨(posDef_shifted_iff hs hv t).mpr h2, e,
      lt_of_le_of_lt (relaxed_antitone C L hs hv hu.le h2 e) he⟩
```

## (i) Two modes coupled to one strain

Take $K_0 = \mathrm{diag}(1,2)$.

```lean
/-- Two internal modes with force constants `1` and `2`. -/
def K₀ : Matrix (Fin 2) (Fin 2) ℝ := !![1, 0; 0, 2]
```

Show that $a = 1$, $v = (1,0)$, $L = (1,1)^T$ and $C = 2$ satisfy all hypotheses of (h).

Clearly $K_0v = v$. If $K_0w = bw$ with $b<1$, then $(1-b)w_0 = 0$ and $(2-b)w_1 = 0$, so $w = 0$ (`a0`, `a1`). Part (b) at $t = 0$ gives positive definiteness, and $L^Tv = 1$. With $K_0^{-1} = \mathrm{diag}(1,\tfrac12)$ (`hinv`) the form is $(2 - 1 - \tfrac12)e_0^2 \ge 0$.

```lean
/-- `K₀` with `a = 1`, `v = (1, 0)`, `L = (1, 1)ᵀ` and `C = 2` meets all hypotheses of
`critical_softening`. -/
theorem critical_softening_witness :
    K₀.PosDef ∧ IsSoftestMode K₀ 1 ![1, 0] ∧
      (!![1; 1] : Matrix (Fin 2) (Fin 1) ℝ)ᵀ *ᵥ ![1, 0] ≠ 0 ∧
      ∀ e : Fin 1 → ℝ, 0 ≤ e ⬝ᵥ relaxedStiffness !![2] !![1; 1] K₀ *ᵥ e := by
  have hs : K₀.IsSymm := by
    ext i j
    fin_cases i <;> fin_cases j <;> simp [K₀]
  have hv : IsSoftestMode K₀ 1 ![1, 0] := by
    refine ⟨fun h => by simpa using congrFun h 0, ?_, fun b w hw h => ?_⟩
    · ext i
      fin_cases i <;> simp [K₀, mulVec, dotProduct, Fin.sum_univ_succ]
    · by_contra hc
      have hb := not_le.mp hc
      have h0 : w 0 = b * w 0 := by
        simpa [K₀, mulVec, dotProduct, Fin.sum_univ_two] using congrFun h 0
      have h1 : 2 * w 1 = b * w 1 := by
        have h' : (K₀ *ᵥ w) 1 = 2 * w 1 := by
          simp [K₀, mulVec, dotProduct, Fin.sum_univ_two]
        rw [← h', h]
        rfl
      have a0 : w 0 = 0 :=
        (mul_eq_zero.mp (show (1 - b) * w 0 = 0 by linarith)).resolve_left (by linarith)
      have a1 : w 1 = 0 :=
        (mul_eq_zero.mp (show (2 - b) * w 1 = 0 by linarith)).resolve_left (by linarith)
      apply hw
      ext i
      fin_cases i
      · exact a0
      · exact a1
  have hinv : K₀⁻¹ = !![1, 0; 0, 1 / 2] := by
    apply inv_eq_right_inv
    ext i j
    fin_cases i <;> fin_cases j <;> simp [K₀, mul_apply, Fin.sum_univ_succ]
  refine ⟨?_, hv, fun h => ?_, fun e => ?_⟩
  · simpa [shifted] using (posDef_shifted_iff hs hv 0).mpr one_pos
  · simpa [mulVec, dotProduct, Fin.sum_univ_succ] using congrFun h 0
  · rw [relaxed_form, hinv]
    simp [mulVec, dotProduct, Fin.sum_univ_succ]
    nlinarith [mul_self_nonneg (e 0)]
```

## (j) A decoupled softest mode

With $K_0$, $v$ and $C = 2$ as before but $L = (0,1)^T$, show that $L^Tv = 0$ and $e\cdot e \le e^TS(t)e$ for every $t<1$.

Now $A_t^{-1} = \mathrm{diag}\big((1-t)^{-1},(2-t)^{-1}\big)$ and $Le = (0,e_0)$, so $e^TS(t)e = \big(2 - (2-t)^{-1}\big)e_0^2$. For $t<1$ one has $(2-t)^{-1} \le 1$ (`hle`), which gives the bound. The conclusion of (g) thus fails without `hL`.

The error to avoid is reading this example as a converse, namely that $L^Tv = 0$ protects the crystal elastically. A harder mode can also destabilise it. Replacing $C = 2$ by $C = \tfrac34$ gives $S(t) = \tfrac34 - (2-t)^{-1}$, positive at $t = 0$ and negative for $\tfrac23<t<1$; this variant is plain arithmetic and is not among the theorems.

```lean
/-- For `K₀`, `C = 2` and `L = (0, 1)ᵀ` the softest mode has `Lᵀ v = 0`, and the relaxed
stiffness obeys `e·e ≤ eᵀ S e` for every `t < 1`. -/
theorem decoupled_mode_stays_stable :
    IsSoftestMode K₀ 1 ![1, 0] ∧
      (!![0; 1] : Matrix (Fin 2) (Fin 1) ℝ)ᵀ *ᵥ ![1, 0] = 0 ∧
      ∀ t < (1 : ℝ), ∀ e : Fin 1 → ℝ,
        e ⬝ᵥ e ≤ e ⬝ᵥ relaxedStiffness !![2] !![0; 1] (shifted K₀ t) *ᵥ e := by
  refine ⟨critical_softening_witness.2.1, ?_, fun t ht e => ?_⟩
  · ext i
    fin_cases i
    simp [mulVec, dotProduct, Fin.sum_univ_succ]
  · have h1 : 1 - t ≠ 0 := by linarith
    have h2 : 2 - t ≠ 0 := by linarith
    have hsh : shifted K₀ t = !![1 - t, 0; 0, 2 - t] := by
      ext i j
      fin_cases i <;> fin_cases j <;> simp [shifted, K₀]
    have hinv : (shifted K₀ t)⁻¹ = !![(1 - t)⁻¹, 0; 0, (2 - t)⁻¹] := by
      rw [hsh]
      apply inv_eq_right_inv
      ext i j
      fin_cases i <;> fin_cases j <;> simp [mul_apply, Fin.sum_univ_succ, h1, h2]
    have hle : (2 - t)⁻¹ ≤ 1 := inv_le_one_of_one_le₀ (by linarith)
    rw [relaxed_form, hinv]
    simp [mulVec, dotProduct, Fin.sum_univ_succ]
    nlinarith [mul_nonneg (sub_nonneg.mpr hle) (mul_self_nonneg (e 0))]

end

end ElasticBeforeOptical
```

```lean
#print axioms ElasticBeforeOptical.instability_before_softening
#print axioms ElasticBeforeOptical.critical_softening
#print axioms ElasticBeforeOptical.decoupled_mode_stays_stable
```

```
'ElasticBeforeOptical.instability_before_softening' depends on axioms: [propext, Classical.choice, Quot.sound]
'ElasticBeforeOptical.critical_softening' depends on axioms: [propext, Classical.choice, Quot.sound]
'ElasticBeforeOptical.decoupled_mode_stays_stable' depends on axioms: [propext, Classical.choice, Quot.sound]
```
